# For a linearly independent basis, the QMR residual is within a conditioning factor of the smallest in its search space

Q: Before I object to anything, which objects are fixed, and which norm is meant?

A: Everything is real and finite. $A$ is a square matrix and $b$ the right-hand side; with a nonzero starting guess, read $b$ as the initial residual. The $k$ columns of $V$ span the search space, so a trial solution is $Vy$ with $y\in\mathbb R^k$. The $k+1$ columns of $W$ are a basis, generally not orthogonal, in which residuals are expanded. $G$ is a $(k+1)\times k$ matrix. The norm is Euclidean, $\|x\|=\sqrt{x\cdot x}$, written out as `l2` because Lean's default norm on coordinate functions is the maximum norm.

```lean
import Mathlib

open Matrix

namespace QuasiMinimalResidual

noncomputable section

/-- The Euclidean length of a real vector. -/
def l2 {ι : Type*} [Fintype ι] (x : ι → ℝ) : ℝ := √(x ⬝ᵥ x)
```

Q: And the small problem that QMR solves?

A: Let $e_1$ be the first coordinate vector of $\mathbb R^{k+1}$. Lean counts from 0, so its nonzero entry has index 0, and $We_1$ is column 0 of $W$. For a real number $\beta$, the quasi-residual of $y$ is $q_y=\beta e_1-Gy$. `IsQMR G β y` says that $\|q_y\|\le\|q_z\|$ for all $z$.

```lean
/-- The first coordinate vector of the small space of dimension `k + 1`. -/
def e₁ (k : ℕ) : Fin (k + 1) → ℝ := Pi.single 0 1

/-- The quasi-residual `β e₁ - G y`. -/
def quasiResidual {k : ℕ} (G : Matrix (Fin (k + 1)) (Fin k) ℝ) (β : ℝ)
    (y : Fin k → ℝ) : Fin (k + 1) → ℝ := β • e₁ k - G *ᵥ y

/-- The coefficients `y` minimize the length of the quasi-residual. -/
def IsQMR {k : ℕ} (G : Matrix (Fin (k + 1)) (Fin k) ℝ) (β : ℝ) (y : Fin k → ℝ) : Prop :=
  ∀ z, l2 (quasiResidual G β y) ≤ l2 (quasiResidual G β z)
```

The last definition, `Conditioned W a c`, says $a\|u\|\le\|Wu\|\le c\|u\|$ for every $u$. For $a>0$, the numbers $a$ and $c$ bound the singular values of $W$ from below and above, so $c/a$ is an upper bound on the condition number of $W$. It can equal 1 only if the columns are orthogonal and of equal length.

```lean
/-- The basis matrix `W` stretches every vector by a factor between `a` and `c`. -/
def Conditioned {n : Type*} [Fintype n] {k : ℕ} (W : Matrix n (Fin (k + 1)) ℝ)
    (a c : ℝ) : Prop :=
  ∀ u, a * l2 u ≤ l2 (W *ᵥ u) ∧ l2 (W *ᵥ u) ≤ c * l2 u
```

Q: I see no Lanczos process here. Is this really QMR?

A: It is the minimization step of QMR. The process that builds the basis enters only through two assumed relations, $AV=WG$ and $b=\beta We_1$. Non-symmetric Lanczos supplies them in exact arithmetic, with $V$ the first $k$ columns of $W$ and $G$ tridiagonal, but the theorems need neither property. They say nothing about breakdowns, rounding or convergence as $k$ grows.

Two facts about lengths come first: they are nonnegative, and their squares are dot products. Applying both norm bounds to $e_1$, which has length 1, then gives $a\le c$.

```lean
lemma l2_nonneg {ι : Type*} [Fintype ι] (x : ι → ℝ) : 0 ≤ l2 x := Real.sqrt_nonneg _

lemma l2_sq {ι : Type*} [Fintype ι] (x : ι → ℝ) : l2 x ^ 2 = x ⬝ᵥ x :=
  Real.sq_sqrt (Finset.sum_nonneg fun i _ => mul_self_nonneg (x i))

variable {n : Type*} [Fintype n] {k : ℕ} {A : Matrix n n ℝ} {V : Matrix n (Fin k) ℝ}
  {W : Matrix n (Fin (k + 1)) ℝ} {G : Matrix (Fin (k + 1)) (Fin k) ℝ}
  {b : n → ℝ} {β a c : ℝ} {y : Fin k → ℝ}

lemma Conditioned.le (hW : Conditioned W a c) : a ≤ c := by
  have h1 : l2 (e₁ k) = 1 := by simp [l2, e₁]
  have h := (hW (e₁ k)).1.trans (hW (e₁ k)).2
  rwa [h1, mul_one, mul_one] at h
```

Q: QMR minimizes the wrong vector. Why should the true residual be small?

A: Because the two are linked by $W$:
$$b-AVy=\beta We_1-WGy=W(\beta e_1-Gy)=Wq_y .$$
The Lean proof rewrites with the two assumed relations in the same way.

```lean
/-- The true residual is the basis matrix applied to the quasi-residual. -/
theorem residual_eq (hA : A * V = W * G) (hb : b = β • (W *ᵥ e₁ k)) (y : Fin k → ℝ) :
    b - A *ᵥ (V *ᵥ y) = W *ᵥ quasiResidual G β y := by
  rw [hb, quasiResidual, Matrix.mulVec_sub, Matrix.mulVec_smul, Matrix.mulVec_mulVec,
    Matrix.mulVec_mulVec, hA]
```

For any competitor $z$, use the upper bound on $W$, minimality, and the lower bound on $W$, in that order:
$$\|Wq_y\|\le c\|q_y\|\le c\|q_z\|\le\frac ca\|Wq_z\| .$$
Hence $\|b-AVy\|\le(c/a)\|b-AVz\|$. In the code, `h1`, `h2` and `h3` are these three inequalities, with the division by $a$ cleared first.

```lean
/-- The QMR residual is at most `c / a` times the residual of any other vector in the
search space. -/
theorem qmr_quasi_optimal (hA : A * V = W * G) (hb : b = β • (W *ᵥ e₁ k)) (ha : 0 < a)
    (hW : Conditioned W a c) (hy : IsQMR G β y) (z : Fin k → ℝ) :
    l2 (b - A *ᵥ (V *ᵥ y)) ≤ c / a * l2 (b - A *ᵥ (V *ᵥ z)) := by
  have hc : 0 ≤ c := ha.le.trans hW.le
  rw [residual_eq hA hb, residual_eq hA hb, div_mul_eq_mul_div, le_div_iff₀ ha]
  -- upper bound on W, minimality, lower bound on W
  have h1 := (hW (quasiResidual G β y)).2
  have h2 := mul_le_mul_of_nonneg_left (hy z) hc
  have h3 := mul_le_mul_of_nonneg_left (hW (quasiResidual G β z)).1 hc
  have h4 := mul_le_mul_of_nonneg_right (h1.trans h2) ha.le
  linarith
```

Q: So $z$ may be the true minimal-residual solution?

A: Yes, as long as it lies in the same search space. If $V$ spans the Krylov space generated by $A$ and $b$, the competitor can be the GMRES iterate. Real non-symmetric linear systems occur, for example, in coupled-cluster response calculations. In exact arithmetic, the bound limits how much larger the QMR residual can be than the GMRES residual from the same Krylov space.

Q: What if I drop the positive lower bound on $W$?

A: Then no constant works. Take $k=1$ and a single equation in one unknown, with $A=V=1$, $b=\beta=1$, $W=(1\;\;1)$ and $G=(0,1)^T$. Both relations hold, and $\|Wu\|\le\sqrt2\,\|u\|$. The quasi-residual is $(1,-y)$, so QMR picks $y=0$ and leaves a true residual of length 1. The choice $z=1$ solves the system exactly. The columns of $W$ are dependent: $W$ sends $(1,-1)$ to zero.

The hypothesis $a>0$ therefore stands for linear independence of the basis vectors. It also forces $k+1\le n$, where $n$ is the number of equations (in Lean, `n` is the type that indexes them), so a final step with $k=n$ is not covered.

Q: The chain of three inequalities looks wasteful. Is $c/a$ the right factor?

A: It can be lowered to $\tfrac12(c/a+a/c)$, which is about half as large when $c\gg a$. The chain uses only the length of $q_y$, whereas minimality also fixes its direction. Write $q=q_y$ and $g=Gd$ for any $d\in\mathbb R^k$. Since $q_{y+td}=q-tg$, minimality gives, for every real $t$,
$$0\le\|q-tg\|^2-\|q\|^2=t^2\|g\|^2-2t\,(q\cdot g).$$
A quadratic that is nonnegative everywhere has discriminant at most zero. Here the discriminant is $4(q\cdot g)^2$, so $q\cdot g=0$.

Q: Does Lean differentiate to get there?

A: No, it turns on Mathlib's `discrim_le_zero`. That lemma takes a proof that a quadratic is nonnegative for all real arguments and returns the inequality for its discriminant. This is why `key` is written with `t * t` and a trailing `+ 0`: the expression has to match the lemma's three coefficients. The leading coefficient may vanish, so $Gd=0$ needs no separate case.

```lean
/-- The minimal quasi-residual is orthogonal to the range of `G`. -/
theorem qmr_orthogonal (hy : IsQMR G β y) (d : Fin k → ℝ) :
    quasiResidual G β y ⬝ᵥ (G *ᵥ d) = 0 := by
  -- moving y along d cannot shorten the quasi-residual
  have key : ∀ t : ℝ, 0 ≤ ((G *ᵥ d) ⬝ᵥ (G *ᵥ d)) * (t * t)
      + (-2 * (quasiResidual G β y ⬝ᵥ (G *ᵥ d))) * t + 0 := by
    intro t
    have e : quasiResidual G β (y + t • d) = quasiResidual G β y - t • (G *ᵥ d) := by
      simp only [quasiResidual, Matrix.mulVec_add, Matrix.mulVec_smul, sub_add_eq_sub_sub]
    have h := pow_le_pow_left₀ (l2_nonneg _) (hy (y + t • d)) 2
    rw [e, l2_sq, l2_sq] at h
    simp only [sub_dotProduct, dotProduct_sub, smul_dotProduct, dotProduct_smul,
      smul_eq_mul] at h
    rw [dotProduct_comm (G *ᵥ d) (quasiResidual G β y)] at h
    linarith
  have h := discrim_le_zero key
  unfold discrim at h
  have h2 : (quasiResidual G β y ⬝ᵥ (G *ᵥ d)) ^ 2 ≤ 0 := by linarith
  exact (pow_eq_zero_iff two_ne_zero).mp (le_antisymm h2 (sq_nonneg _))
```

Q: How does orthogonality survive a non-orthogonal $W$?

A: Only partly, and the loss can be computed. Now let $d\in\mathbb R^{k+1}$ be orthogonal to $q$. For real $s,t$, the vectors $sq+td$ and $sq-td$ have equal length, so
$$a\|W(sq+td)\|\le ac\|sq+td\|=ac\|sq-td\|\le c\|W(sq-td)\|.$$
Put $X=\|Wq\|^2$, $S=Wq\cdot Wd$ and $D=\|Wd\|^2$. Squaring gives
$$a^2(s^2X+2stS+t^2D)\le c^2(s^2X-2stS+t^2D).$$
Let $M=c^2-a^2$ and $P=a^2+c^2$. If $a<c$, choose $s=M$ and $t=-P$, then divide by $M>0$:
$$0\le M^2X+P^2(2S+D).$$
If $a=c$, then $M=0$, and the choice $s=1$, $t=-1$ gives $S\ge0$, so the same inequality holds. Since $P^2-M^2=4a^2c^2$, adding $4a^2c^2X$ to both sides yields
$$4a^2c^2X\le P^2(X+2S+D)=P^2\|W(q+d)\|^2 .$$
`quadratic_bound` is this algebra, with the two cases split by `rcases`.

```lean
lemma quadratic_bound {X S D : ℝ} (ha : 0 < a) (hac : a ≤ c) (hD : 0 ≤ D)
    (key : ∀ s t : ℝ, a ^ 2 * (s ^ 2 * X + 2 * s * t * S + t ^ 2 * D)
      ≤ c ^ 2 * (s ^ 2 * X - 2 * s * t * S + t ^ 2 * D)) :
    (2 * a * c) ^ 2 * X ≤ (a ^ 2 + c ^ 2) ^ 2 * (X + 2 * S + D) := by
  have fin : 0 ≤ (c ^ 2 - a ^ 2) ^ 2 * X + (a ^ 2 + c ^ 2) ^ 2 * (2 * S + D) := by
    rcases hac.eq_or_lt with h | h
    · have hk := key 1 (-1)
      rw [← h] at hk ⊢
      have hS : 0 ≤ S := by
        have h3 := le_of_mul_le_mul_left hk (pow_pos ha 2)
        linarith
      have h4 := mul_nonneg (sq_nonneg (a ^ 2 + a ^ 2)) (by linarith : 0 ≤ 2 * S + D)
      linarith
    · have hM : 0 < c ^ 2 - a ^ 2 := by nlinarith
      have hk := key (c ^ 2 - a ^ 2) (-(a ^ 2 + c ^ 2))
      refine le_of_mul_le_mul_left ?_ hM
      linarith
  linarith
```

The next lemma supplies its hypothesis from the equal lengths, then takes square roots to get $2ac\|Wq\|\le(a^2+c^2)\|W(q+d)\|$.

```lean
/-- For orthogonal `q` and `d`, the image of `q + d` under `W` is at least `2ac / (a² + c²)` times
as long as the image of `q`. -/
theorem image_length_bound (ha : 0 < a) (hW : Conditioned W a c)
    {q d : Fin (k + 1) → ℝ} (hq : q ⬝ᵥ d = 0) :
    2 * a * c * l2 (W *ᵥ q) ≤ (a ^ 2 + c ^ 2) * l2 (W *ᵥ (q + d)) := by
  have hc : 0 < c := ha.trans_le hW.le
  have hq' : d ⬝ᵥ q = 0 := by rw [dotProduct_comm, hq]
  refine (sq_le_sq₀ (mul_nonneg (by positivity) (l2_nonneg _))
    (mul_nonneg (by positivity) (l2_nonneg _))).mp ?_
  have hexp : (W *ᵥ (q + d)) ⬝ᵥ (W *ᵥ (q + d)) = (W *ᵥ q) ⬝ᵥ (W *ᵥ q)
      + 2 * ((W *ᵥ q) ⬝ᵥ (W *ᵥ d)) + (W *ᵥ d) ⬝ᵥ (W *ᵥ d) := by
    simp only [Matrix.mulVec_add, add_dotProduct, dotProduct_add]
    rw [dotProduct_comm (W *ᵥ d) (W *ᵥ q)]
    ring
  rw [mul_pow (2 * a * c), mul_pow (a ^ 2 + c ^ 2), l2_sq, l2_sq, hexp]
  refine quadratic_bound ha hW.le (by rw [← l2_sq]; positivity) fun s t => ?_
  -- s q + t d and s q - t d have the same length
  have e : l2 (s • q + t • d) = l2 (s • q - t • d) := by
    unfold l2
    congr 1
    simp only [add_dotProduct, dotProduct_add, sub_dotProduct, dotProduct_sub,
      smul_dotProduct, dotProduct_smul, smul_eq_mul, hq, hq']
    ring
  have h1 := mul_le_mul_of_nonneg_left (hW (s • q + t • d)).2 ha.le
  have h2 := mul_le_mul_of_nonneg_left (hW (s • q - t • d)).1 hc.le
  rw [e] at h1
  have h3 : a * l2 (W *ᵥ (s • q + t • d)) ≤ c * l2 (W *ᵥ (s • q - t • d)) := by linarith
  have h4 := pow_le_pow_left₀ (mul_nonneg ha.le (l2_nonneg _)) h3 2
  rw [mul_pow, mul_pow, l2_sq, l2_sq] at h4
  simp only [Matrix.mulVec_add, Matrix.mulVec_sub, Matrix.mulVec_smul, add_dotProduct,
    dotProduct_add, sub_dotProduct, dotProduct_sub, smul_dotProduct, dotProduct_smul,
    smul_eq_mul] at h4
  rw [dotProduct_comm (W *ᵥ d) (W *ᵥ q)] at h4
  linarith
```

To finish, note that $q_z=q_y+G(y-z)$, and that the added vector is orthogonal to $q_y$. Dividing by $2ac$ gives
$$\|b-AVy\|\le\frac{a^2+c^2}{2ac}\|b-AVz\|=\frac12\left(\frac ca+\frac ac\right)\|b-AVz\| .$$

```lean
/-- The QMR residual is at most `(c/a + a/c)/2` times the residual of any other vector in
the search space. -/
theorem qmr_sharp_bound (hA : A * V = W * G) (hb : b = β • (W *ᵥ e₁ k)) (ha : 0 < a)
    (hW : Conditioned W a c) (hy : IsQMR G β y) (z : Fin k → ℝ) :
    l2 (b - A *ᵥ (V *ᵥ y)) ≤ (c / a + a / c) / 2 * l2 (b - A *ᵥ (V *ᵥ z)) := by
  have hc : 0 < c := ha.trans_le hW.le
  have e : quasiResidual G β z = quasiResidual G β y + G *ᵥ (y - z) := by
    simp only [quasiResidual, Matrix.mulVec_sub]
    abel
  have h := image_length_bound ha hW (qmr_orthogonal hy (y - z))
  have hf : (c / a + a / c) / 2 = (a ^ 2 + c ^ 2) / (2 * a * c) := by
    field_simp
    ring
  rw [residual_eq hA hb, residual_eq hA hb, e, hf, div_mul_eq_mul_div,
    le_div_iff₀ (by positivity)]
  linarith
```

Q: In a code I normalize the basis vectors, but I don't know $c$.

A: Unit columns supply it. By Cauchy-Schwarz in each row,
$$\|Wu\|^2=\sum_i\Big(\sum_jW_{ij}u_j\Big)^2\le\sum_i\Big(\sum_jW_{ij}^2\Big)\|u\|^2=(k+1)\|u\|^2 ,$$
so $c=\sqrt{k+1}$ is allowed. The theorem inserts this into the simpler bound and obtains the factor $\sqrt{k+1}/a$. The lower bound $a$ remains an assumption: normalization does not prevent near-dependence.

```lean
/-- If the `k + 1` basis vectors have unit length, the QMR residual is at most `√(k+1) / a`
times the residual of any other vector in the search space. -/
theorem qmr_unit_columns (hA : A * V = W * G) (hb : b = β • (W *ᵥ e₁ k)) (ha : 0 < a)
    (hlow : ∀ u, a * l2 u ≤ l2 (W *ᵥ u)) (hcol : ∀ j, l2 (fun i => W i j) = 1)
    (hy : IsQMR G β y) (z : Fin k → ℝ) :
    l2 (b - A *ᵥ (V *ᵥ y)) ≤ √((k : ℝ) + 1) / a * l2 (b - A *ᵥ (V *ᵥ z)) := by
  refine qmr_quasi_optimal hA hb ha (fun u => ⟨hlow u, ?_⟩) hy z
  have hs : ∀ j, ∑ i, W i j ^ 2 = 1 := by
    intro j
    have h := l2_sq (fun i => W i j)
    rw [hcol, one_pow] at h
    simp only [sq]
    exact h.symm
  refine (sq_le_sq₀ (l2_nonneg _) (mul_nonneg (Real.sqrt_nonneg _) (l2_nonneg _))).mp ?_
  rw [mul_pow, Real.sq_sqrt (by positivity), l2_sq, l2_sq]
  -- Cauchy-Schwarz in every row
  calc (W *ᵥ u) ⬝ᵥ (W *ᵥ u) = ∑ i, (∑ j, W i j * u j) ^ 2 := by
        simp only [dotProduct, Matrix.mulVec, sq]
    _ ≤ ∑ i, (∑ j, W i j ^ 2) * (∑ j, u j ^ 2) :=
        Finset.sum_le_sum fun i _ => Finset.sum_mul_sq_le_sq_mul_sq _ _ _
    _ = ((k : ℝ) + 1) * (u ⬝ᵥ u) := by
        rw [← Finset.sum_mul, Finset.sum_comm]
        simp only [hs]
        simp [dotProduct, sq]
```

Q: Could the improved factor be lowered again?

A: Not as a function of $a$ and $c$ alone. For every $0<a\le c$ there is a system with $k=1$ that attains it. Take $W=\mathrm{diag}(a,c)$, $G=(1,-1)^T$ and $\beta=1$, with $A$, $V$ and $b$ as in the code. Then $q_y=(1-y,\,y)$, whose length is smallest at $y=\tfrac12$, with true residual $\tfrac12\sqrt{a^2+c^2}$. The competitor $z=a^2/(a^2+c^2)$ has residual $ac/\sqrt{a^2+c^2}$. The ratio is $(a^2+c^2)/(2ac)$.

The Lean proof checks the relations entry by entry and gets minimality from $(2z-1)^2\ge0$. The columns of this $W$ have lengths $a$ and $c$, so they are unit vectors only for $a=c=1$, where the factor is 1. The example does not show that a factor above 1 is attained with unit columns. The factor $\sqrt{k+1}/a$ is in fact not sharp for $k\ge1$: unit columns force $a\le1<\sqrt{k+1}$, and putting $c=\sqrt{k+1}$ in the improved bound gives a smaller factor.

```lean
/-- For all `0 < a ≤ c` this two-dimensional system meets the hypotheses of `qmr_sharp_bound`, and
the factor `(c/a + a/c)/2` is attained. -/
theorem qmr_sharp_bound_witness {a c : ℝ} (ha : 0 < a) (hac : a ≤ c) :
    let A : Matrix (Fin 2) (Fin 2) ℝ := !![1, 0; -c / a, 1]
    let V : Matrix (Fin 2) (Fin 1) ℝ := !![a; 0]
    let W : Matrix (Fin 2) (Fin (1 + 1)) ℝ := !![a, 0; 0, c]
    let G : Matrix (Fin (1 + 1)) (Fin 1) ℝ := !![1; -1]
    let b : Fin 2 → ℝ := ![a, 0]
    A * V = W * G ∧ b = (1 : ℝ) • (W *ᵥ e₁ 1) ∧ Conditioned W a c ∧
      IsQMR G 1 (fun _ => 1 / 2) ∧
      l2 (b - A *ᵥ (V *ᵥ fun _ => 1 / 2)) =
        (c / a + a / c) / 2 * l2 (b - A *ᵥ (V *ᵥ fun _ => a ^ 2 / (a ^ 2 + c ^ 2))) := by
  intro A V W G b
  have hc : 0 < c := ha.trans_le hac
  have ha' : a ≠ 0 := ha.ne'
  have h1 : A * V = W * G := by
    ext i j
    fin_cases i <;> fin_cases j <;>
      simp [A, V, W, G, Matrix.mul_apply, Fin.sum_univ_succ, ha']
  have h2 : b = (1 : ℝ) • (W *ᵥ e₁ 1) := by
    ext i
    fin_cases i <;> simp [b, W, e₁]
  have hWu : ∀ u, (W *ᵥ u) ⬝ᵥ (W *ᵥ u) = a ^ 2 * u 0 ^ 2 + c ^ 2 * u 1 ^ 2 := by
    intro u
    simp [W, Matrix.mulVec, dotProduct, Fin.sum_univ_succ]
    ring
  have hu : ∀ u : Fin (1 + 1) → ℝ, u ⬝ᵥ u = u 0 ^ 2 + u 1 ^ 2 := by
    intro u
    simp [dotProduct, Fin.sum_univ_succ]
    ring
  have q0 : ∀ z, quasiResidual G 1 z 0 = 1 - z 0 := by
    intro z
    simp [quasiResidual, G, e₁, dotProduct]
  have q1 : ∀ z, quasiResidual G 1 z 1 = z 0 := by
    intro z
    simp [quasiResidual, G, e₁, dotProduct]
  have hsq : a ^ 2 ≤ c ^ 2 := pow_le_pow_left₀ ha.le hac 2
  refine ⟨h1, h2, fun u => ⟨?_, ?_⟩, fun z => ?_, ?_⟩
  · refine (sq_le_sq₀ (mul_nonneg ha.le (l2_nonneg _)) (l2_nonneg _)).mp ?_
    rw [mul_pow, l2_sq, l2_sq, hWu, hu]
    linarith [mul_le_mul_of_nonneg_right hsq (sq_nonneg (u 1))]
  · refine (sq_le_sq₀ (l2_nonneg _) (mul_nonneg hc.le (l2_nonneg _))).mp ?_
    rw [mul_pow, l2_sq, l2_sq, hWu, hu]
    linarith [mul_le_mul_of_nonneg_right hsq (sq_nonneg (u 0))]
  · refine Real.sqrt_le_sqrt ?_
    rw [hu, hu, q0, q1, q0, q1]
    nlinarith [sq_nonneg (2 * z 0 - 1)]
  · refine (sq_eq_sq₀ (l2_nonneg _) (mul_nonneg (by positivity) (l2_nonneg _))).mp ?_
    rw [residual_eq h1 h2, residual_eq h1 h2, mul_pow, l2_sq, l2_sq, hWu, hWu,
      q0, q1, q0, q1]
    have hs : a ^ 2 + c ^ 2 ≠ 0 := by positivity
    field_simp <;> ring

end

end QuasiMinimalResidual
```

```lean
#print axioms QuasiMinimalResidual.qmr_sharp_bound
#print axioms QuasiMinimalResidual.qmr_unit_columns
```

```
'QuasiMinimalResidual.qmr_sharp_bound' depends on axioms: [propext, Classical.choice, Quot.sound]
'QuasiMinimalResidual.qmr_unit_columns' depends on axioms: [propext, Classical.choice, Quot.sound]
```
